# The quantum metric bounds the Berry curvature: $\operatorname{tr} g \ge 2\sqrt{\det g} \ge |\Omega|$

As the crystal momentum of an insulator varies, its occupied Bloch states turn towards the empty ones; the quantum metric measures how fast they turn, and the Berry curvature measures the phase collected around a small loop. If the Berry flux through a rectangle of momenta is $2\pi C$ and the projected derivatives of the states are continuous there, the integrated trace of the metric is at least $2\pi|C|$. For $C\ne0$ the metric therefore cannot vanish everywhere in the rectangle.

```lean
import Mathlib

open MeasureTheory

namespace QuantumMetricBounds

noncomputable section

variable {ι E : Type*} [Fintype ι] [NormedAddCommGroup E] [InnerProductSpace ℂ E]

/-- The quantum metric of two families of state vectors `a n` and `b n`, which play the role of
the projected derivatives of the occupied states along `x` and `y`. -/
def quantumMetric (a b : ι → E) : Matrix (Fin 2) (Fin 2) ℝ :=
  !![∑ n, ‖a n‖ ^ 2, ∑ n, (inner ℂ (a n) (b n)).re;
     ∑ n, (inner ℂ (a n) (b n)).re, ∑ n, ‖b n‖ ^ 2]

/-- The Berry curvature of the two families, summed over the occupied states. -/
def berryCurvature (a b : ι → E) : ℝ :=
  -2 * ∑ n, (inner ℂ (a n) (b n)).im

/-- The determinant of the quantum metric is at least a quarter of the squared Berry curvature. -/
theorem curvature_sq_le_det (a b : ι → E) :
    berryCurvature a b ^ 2 / 4 ≤ (quantumMetric a b).det := by
  -- Cauchy-Schwarz, first for each state and then for the sum over states
  have h1 : ‖∑ n, inner ℂ (a n) (b n)‖ ≤ ∑ n, ‖a n‖ * ‖b n‖ :=
    (norm_sum_le _ _).trans (Finset.sum_le_sum fun n _ => norm_inner_le_norm _ _)
  have h2 := Finset.sum_mul_sq_le_sq_mul_sq Finset.univ (fun n => ‖a n‖) (fun n => ‖b n‖)
  have h3 := pow_le_pow_left₀ (norm_nonneg _) h1 2
  rw [Complex.sq_norm, Complex.normSq_apply, Complex.re_sum, Complex.im_sum] at h3
  simp only [quantumMetric, berryCurvature, Matrix.det_fin_two_of]
  nlinarith [h2, h3]

/-- The absolute Berry curvature is at most twice the root of the metric determinant. -/
theorem abs_curvature_le_sqrt_det (a b : ι → E) :
    |berryCurvature a b| ≤ 2 * √(quantumMetric a b).det := by
  have h : |berryCurvature a b / 2| ≤ √(quantumMetric a b).det :=
    Real.abs_le_sqrt (by linarith [curvature_sq_le_det a b])
  rw [abs_div, abs_two] at h
  linarith

/-- Twice the root of the metric determinant is at most the trace of the metric. -/
theorem sqrt_det_le_trace (a b : ι → E) :
    2 * √(quantumMetric a b).det ≤ (quantumMetric a b).trace := by
  have h : √(quantumMetric a b).det ≤ (quantumMetric a b).trace / 2 := by
    rw [Real.sqrt_le_iff]
    simp only [quantumMetric, Matrix.det_fin_two_of, Matrix.trace_fin_two_of]
    constructor
    · positivity
    · nlinarith [sq_nonneg (∑ n, ‖a n‖ ^ 2 - ∑ n, ‖b n‖ ^ 2),
        sq_nonneg (∑ n, (inner ℂ (a n) (b n)).re)]
  linarith

/-- The metric trace minus the Berry curvature is the sum of the squared norms of
`b n + i a n`. -/
theorem trace_sub_curvature (a b : ι → E) :
    (quantumMetric a b).trace - berryCurvature a b = ∑ n, ‖b n + Complex.I • a n‖ ^ 2 := by
  have key : ∀ u v : E, ‖v + Complex.I • u‖ ^ 2
      = ‖u‖ ^ 2 + ‖v‖ ^ 2 + 2 * (inner ℂ u v).im := by
    intro u v
    have him : (inner ℂ v u).im = -(inner ℂ u v).im := by
      rw [← inner_conj_symm v u, Complex.conj_im]
    -- the factor i turns the real part of the overlap into its imaginary part
    have hre : RCLike.re (inner ℂ v (Complex.I • u)) = (inner ℂ u v).im := by
      rw [inner_smul_right]
      change (Complex.I * inner ℂ v u).re = _
      rw [Complex.mul_re, Complex.I_re, Complex.I_im, him]
      ring
    rw [norm_add_sq (𝕜 := ℂ), hre, norm_smul, Complex.norm_I]
    ring
  simp only [key, quantumMetric, berryCurvature, Matrix.trace_fin_two_of,
    Finset.sum_add_distrib, ← Finset.mul_sum]
  ring

/-- The metric trace plus the Berry curvature is the sum of the squared norms of
`b n - i a n`. -/
theorem trace_add_curvature (a b : ι → E) :
    (quantumMetric a b).trace + berryCurvature a b = ∑ n, ‖b n - Complex.I • a n‖ ^ 2 := by
  -- reverse the sign of the first family
  have h := trace_sub_curvature (fun n => -a n) b
  simp only [quantumMetric, berryCurvature, Matrix.trace_fin_two_of, norm_neg, inner_neg_left,
    Complex.neg_im, Finset.sum_neg_distrib, smul_neg, ← sub_eq_add_neg] at h ⊢
  linarith

/-- The metric trace equals the absolute Berry curvature exactly when `b n = -i a n` for every
state, or `b n = i a n` for every state. -/
theorem trace_eq_abs_curvature_iff (a b : ι → E) :
    (quantumMetric a b).trace = |berryCurvature a b| ↔
      (∀ n, b n = -(Complex.I • a n)) ∨ (∀ n, b n = Complex.I • a n) := by
  have hm : (quantumMetric a b).trace = berryCurvature a b ↔
      ∀ n, b n = -(Complex.I • a n) := by
    rw [← sub_eq_zero, trace_sub_curvature,
      Finset.sum_eq_zero_iff_of_nonneg (fun n _ => sq_nonneg _)]
    simp only [Finset.mem_univ, true_implies, ne_eq, OfNat.ofNat_ne_zero, not_false_eq_true,
      pow_eq_zero_iff, norm_eq_zero, add_eq_zero_iff_eq_neg]
  have hp : (quantumMetric a b).trace = -berryCurvature a b ↔
      ∀ n, b n = Complex.I • a n := by
    rw [← sub_eq_zero, sub_neg_eq_add, trace_add_curvature,
      Finset.sum_eq_zero_iff_of_nonneg (fun n _ => sq_nonneg _)]
    simp only [Finset.mem_univ, true_implies, ne_eq, OfNat.ofNat_ne_zero, not_false_eq_true,
      pow_eq_zero_iff, norm_eq_zero, sub_eq_zero]
  rw [← hm, ← hp]
  have hle := (abs_curvature_le_sqrt_det a b).trans (sqrt_det_le_trace a b)
  constructor
  · intro h
    rcases abs_choice (berryCurvature a b) with h' | h'
    · exact Or.inl (h.trans h')
    · exact Or.inr (h.trans h')
  · rintro (h | h)
    · exact le_antisymm (h.le.trans (le_abs_self _)) hle
    · exact le_antisymm (h.le.trans (neg_le_abs _)) hle

/-- For families continuous on a compact region of the plane, the absolute Berry flux is at most
twice the integrated root of the metric determinant, which is at most the integrated metric trace.
-/
theorem abs_flux_le {K : Set (ℝ × ℝ)} (hK : IsCompact K) {a b : ℝ × ℝ → ι → E}
    (ha : ContinuousOn a K) (hb : ContinuousOn b K) :
    |∫ k in K, berryCurvature (a k) (b k)| ≤ 2 * ∫ k in K, √(quantumMetric (a k) (b k)).det ∧
    2 * ∫ k in K, √(quantumMetric (a k) (b k)).det ≤
      ∫ k in K, (quantumMetric (a k) (b k)).trace := by
  -- continuous functions of the two families are integrable over the region
  have int : ∀ f : (ι → E) × (ι → E) → ℝ, Continuous f →
      IntegrableOn (fun k => f (a k, b k)) K := fun f hf =>
    (hf.comp_continuousOn (ha.prodMk hb)).integrableOn_compact hK
  have iΩ := int (fun p => |berryCurvature p.1 p.2|) (by
    simp only [berryCurvature]
    fun_prop)
  have iD := int (fun p => 2 * √(quantumMetric p.1 p.2).det) (by
    simp only [quantumMetric, Matrix.det_fin_two_of]
    fun_prop)
  have iT := int (fun p => (quantumMetric p.1 p.2).trace) (by
    simp only [quantumMetric, Matrix.trace_fin_two_of]
    fun_prop)
  rw [← integral_const_mul]
  exact ⟨abs_integral_le_integral_abs.trans
      (setIntegral_mono iΩ iD fun k => abs_curvature_le_sqrt_det (a k) (b k)),
    setIntegral_mono iD iT fun k => sqrt_det_le_trace (a k) (b k)⟩

/-- If two families are continuous on a rectangle and their Berry flux through it is `2πC`, then
twice the integrated root of the metric determinant is at least `2π|C|`, and the integrated metric
trace is at least as large. -/
theorem topological_bound {x₀ x₁ y₀ y₁ C : ℝ} {a b : ℝ × ℝ → ι → E}
    (ha : ContinuousOn a (Set.Icc x₀ x₁ ×ˢ Set.Icc y₀ y₁))
    (hb : ContinuousOn b (Set.Icc x₀ x₁ ×ˢ Set.Icc y₀ y₁))
    (hC : ∫ k in Set.Icc x₀ x₁ ×ˢ Set.Icc y₀ y₁, berryCurvature (a k) (b k)
      = 2 * Real.pi * C) :
    2 * Real.pi * |C| ≤
      2 * ∫ k in Set.Icc x₀ x₁ ×ˢ Set.Icc y₀ y₁, √(quantumMetric (a k) (b k)).det ∧
    2 * ∫ k in Set.Icc x₀ x₁ ×ˢ Set.Icc y₀ y₁, √(quantumMetric (a k) (b k)).det ≤
      ∫ k in Set.Icc x₀ x₁ ×ˢ Set.Icc y₀ y₁, (quantumMetric (a k) (b k)).trace := by
  have h := abs_flux_le (isCompact_Icc.prod isCompact_Icc) ha hb
  rwa [hC, abs_mul, abs_of_pos Real.two_pi_pos] at h

/-- The constant one-state families `1` and `-i` on the rectangle `[0,1] × [0,π]` have Berry
flux `2π` and integrated metric trace `2π`. -/
theorem topological_bound_witness :
    (∫ _k in Set.Icc (0 : ℝ) 1 ×ˢ Set.Icc (0 : ℝ) Real.pi,
      berryCurvature (fun _ : Unit => (1 : ℂ)) (fun _ => -Complex.I)) = 2 * Real.pi ∧
    (∫ _k in Set.Icc (0 : ℝ) 1 ×ˢ Set.Icc (0 : ℝ) Real.pi,
      (quantumMetric (fun _ : Unit => (1 : ℂ)) (fun _ => -Complex.I)).trace)
        = 2 * Real.pi := by
  have hvol : (volume (Set.Icc (0 : ℝ) 1 ×ˢ Set.Icc (0 : ℝ) Real.pi)).toReal = Real.pi := by
    rw [Measure.volume_eq_prod, Measure.prod_prod, Real.volume_Icc, Real.volume_Icc]
    simp [Real.pi_pos.le]
  have hΩ : berryCurvature (fun _ : Unit => (1 : ℂ)) (fun _ => -Complex.I) = 2 := by
    simp [berryCurvature]
  have hT : (quantumMetric (fun _ : Unit => (1 : ℂ)) (fun _ => -Complex.I)).trace = 2 := by
    simp only [quantumMetric, Matrix.trace_fin_two_of, norm_neg, Complex.norm_I, norm_one]
    norm_num
  rw [hΩ, hT, setIntegral_const, measureReal_def, hvol, smul_eq_mul]
  exact ⟨mul_comm _ _, mul_comm _ _⟩

end

end QuantumMetricBounds
```

```lean
#print axioms QuantumMetricBounds.abs_curvature_le_sqrt_det
#print axioms QuantumMetricBounds.trace_eq_abs_curvature_iff
#print axioms QuantumMetricBounds.topological_bound
```

```
'QuantumMetricBounds.abs_curvature_le_sqrt_det' depends on axioms: [propext, Classical.choice, Quot.sound]
'QuantumMetricBounds.trace_eq_abs_curvature_iff' depends on axioms: [propext, Classical.choice, Quot.sound]
'QuantumMetricBounds.topological_bound' depends on axioms: [propext, Classical.choice, Quot.sound]
```

## From projected derivatives to $g$ and $\Omega$

Let $|u_n(k)\rangle$ be the cell-periodic parts of the occupied Bloch states at momentum $k=(k_x,k_y)$, chosen orthonormal, and let $Q(k)$ be the projector onto the empty states. The vectors that matter are the projected derivatives

$$a_n = Q\,\partial_{k_x}|u_n\rangle, \qquad b_n = Q\,\partial_{k_y}|u_n\rangle .$$

The projection removes the part of the motion that only mixes occupied states among themselves. From these vectors one forms

$$g_{xx}=\sum_n\|a_n\|^2,\quad g_{yy}=\sum_n\|b_n\|^2,\quad g_{xy}=\sum_n\operatorname{Re}\langle a_n,b_n\rangle,\quad \Omega=-2\sum_n\operatorname{Im}\langle a_n,b_n\rangle .$$

In Lean the families are functions `a b : ι → E`. The finite type `ι` labels the occupied states, and `E` is any complex inner-product space, of finite or infinite dimension. `quantumMetric a b` is the real symmetric $2\times2$ matrix with the entries above, and `berryCurvature a b` is $\Omega$. The inner product `inner ℂ` is conjugate-linear in its first argument, as in Dirac notation, and this fixes the sign of $\Omega$.

The definitions accept any two families of vectors. Neither the Bloch states nor the projector appears in the file, and the theorems do not require $a_n$ and $b_n$ to be derivatives of a common state. The physical case is obtained by inserting the projected derivatives.

## Bounds at one momentum and over a region

At a single momentum, `curvature_sq_le_det` states $\Omega^2/4\le\det g$. The theorems `abs_curvature_le_sqrt_det` and `sqrt_det_le_trace` together give

$$|\Omega|\le 2\sqrt{\det g}\le\operatorname{tr} g .$$

The theorem `trace_eq_abs_curvature_iff` says when the two ends meet: $\operatorname{tr} g=|\Omega|$ holds exactly when $b_n=-i\,a_n$ for every $n$, or $b_n=i\,a_n$ for every $n$. The same sign must serve all occupied states.

Over a region, the families depend on $k$ and have type `ℝ × ℝ → ι → E`. For a compact set $K$ on which both are continuous, `abs_flux_le` states

$$\Big|\int_K\Omega\Big|\le 2\int_K\sqrt{\det g}\le\int_K\operatorname{tr} g ,$$

with the ordinary area measure on the plane. The theorem `topological_bound` takes $K=[x_0,x_1]\times[y_0,y_1]$ and adds the hypothesis `hC`, that the flux is $2\pi C$. The left-hand side then becomes $2\pi|C|$.

Here $C$ is any real number. When the rectangle is a full Brillouin zone and the occupied spaces on opposite edges agree, up to the usual factor $e^{-iG\cdot r}$ for the reciprocal lattice vector $G$ joining them, the flux divided by $2\pi$ is the integer Chern number. The file assumes the value of the flux and proves neither periodicity nor integrality. Continuity on the rectangle is compatible with a nonzero Chern number, since the states need not match in phase on opposite edges. For a Brillouin zone of another shape, such as a hexagon, `abs_flux_le` applies directly.

For a non-interacting two-dimensional insulator with unit-cell area $A$, the gauge-invariant part of the in-plane Wannier spread, summed over the occupied bands, is $A/(2\pi)^2$ times the integral of $\operatorname{tr} g$ over the Brillouin zone. A Chern number $C$ therefore keeps this part at or above $A|C|/(2\pi)$. For $C\ne0$ this part is still finite, but the full spread is infinite for every choice of Wannier functions.

## Cauchy–Schwarz, a perfect square and an integral

Put $S=\sum_n\langle a_n,b_n\rangle$. By the definitions, $S=g_{xy}-i\,\Omega/2$, so

$$|S|^2=g_{xy}^2+\frac{\Omega^2}{4}.$$

The triangle inequality and Cauchy–Schwarz for each state give $|S|\le\sum_n\|a_n\|\,\|b_n\|$. Cauchy–Schwarz for the sum over $n$ then gives

$$|S|^2\le\Big(\sum_n\|a_n\|\,\|b_n\|\Big)^2\le\sum_n\|a_n\|^2\sum_n\|b_n\|^2=g_{xx}\,g_{yy}.$$

Subtracting $g_{xy}^2$ leaves $\Omega^2/4\le g_{xx}g_{yy}-g_{xy}^2=\det g$. In particular $\det g\ge0$, and taking roots gives $|\Omega|\le2\sqrt{\det g}$.

For the trace, expand

$$(\operatorname{tr} g)^2-4\det g=(g_{xx}+g_{yy})^2-4g_{xx}g_{yy}+4g_{xy}^2=(g_{xx}-g_{yy})^2+4g_{xy}^2\ge0 .$$

Since $\operatorname{tr} g\ge0$, the root of this inequality is $2\sqrt{\det g}\le\operatorname{tr} g$.

The case of equality follows from writing the difference as a sum of squares. For one state,

$$\|b_n+i a_n\|^2=\|b_n\|^2+\|a_n\|^2+2\operatorname{Re}\langle b_n,i a_n\rangle .$$

Linearity in the second argument gives $\langle b_n,i a_n\rangle=i\langle b_n,a_n\rangle$. Its real part is $-\operatorname{Im}\langle b_n,a_n\rangle=\operatorname{Im}\langle a_n,b_n\rangle$. Summing over $n$,

$$\sum_n\|b_n+i a_n\|^2=\operatorname{tr} g+2\sum_n\operatorname{Im}\langle a_n,b_n\rangle=\operatorname{tr} g-\Omega .$$

Replacing every $a_n$ by $-a_n$ leaves the trace unchanged and reverses $\Omega$, so

$$\sum_n\|b_n-i a_n\|^2=\operatorname{tr} g+\Omega .$$

A sum of squares vanishes only if each term does. Hence $\operatorname{tr} g=\Omega$ means $b_n=-i a_n$ for all $n$, and $\operatorname{tr} g=-\Omega$ means $b_n=i a_n$ for all $n$. If $\operatorname{tr} g=|\Omega|$, one of these two equations holds. Conversely, either equation gives $\operatorname{tr} g\le|\Omega|$, and the general bound supplies the opposite inequality.

Finally, let the families be continuous on a compact region $K$. Then $|\Omega|$, $\sqrt{\det g}$ and $\operatorname{tr} g$ are continuous there and can be integrated, so

$$\Big|\int_K\Omega\Big|\le\int_K|\Omega|\le2\int_K\sqrt{\det g}\le\int_K\operatorname{tr} g .$$

If $\int_K\Omega=2\pi C$, the first term is $2\pi|C|$.

## Two occupied states in numbers

Take two occupied states whose projected derivatives lie in $\mathbb C^2$:

$$a_1=(1,0),\quad b_1=(-i,1),\quad a_2=(0,1),\quad b_2=(0,1).$$

The norms give $g_{xx}=1+1=2$ and $g_{yy}=2+1=3$. The overlaps are $\langle a_1,b_1\rangle=-i$ and $\langle a_2,b_2\rangle=1$, so $g_{xy}=1$ and $\Omega=2$. Therefore $\det g=6-1=5$ and $\operatorname{tr} g=5$, and the chain reads

$$2\le2\sqrt5\approx4.47\le5 .$$

The sum of squares agrees. Here $b_1+i a_1=(0,1)$ and $b_2+i a_2=(0,1+i)$ have squared norms $1$ and $2$, which add up to $3=\operatorname{tr} g-\Omega$.

If these vectors are held constant over a rectangle of area $\pi$, the flux is $2\pi$, so $C=1$. The integrated bounds become $6.28\le14.05\le15.71$ after rounding. This illustrates the inequalities for families of vectors; no band Hamiltonian is given for it, and $C$ is not shown to be a Chern number here.

## The same steps in Lean

In `curvature_sq_le_det`, `h1` combines the triangle inequality with Cauchy–Schwarz for each state, and `h2` is Cauchy–Schwarz for the sum of norms. Squaring `h1` gives `h3`, whose left-hand side is rewritten as the squared real part plus the squared imaginary part of $S$. The tactic `nlinarith` then combines `h2` and `h3` into the determinant bound. The next theorem applies `Real.abs_le_sqrt` to $\Omega/2$ and multiplies by two.

In `sqrt_det_le_trace`, `Real.sqrt_le_iff` turns the claim into two parts: half the trace is nonnegative, and its square is at least the determinant. The first is settled by `positivity`. For the second, `nlinarith` receives the squares $(g_{xx}-g_{yy})^2$ and $g_{xy}^2$ from the expansion above.

The statement `key` inside `trace_sub_curvature` is the one-state expansion of $\|v+iu\|^2$, with `hre` converting the real part of the overlap into an imaginary part. Summing it over the states gives the identity. The proof of `trace_add_curvature` applies that result to the family $-a_n$.

In `trace_eq_abs_curvature_iff`, `hm` and `hp` treat the two signs, using the fact that a sum of nonnegative terms is zero only when every term is zero. The forward direction splits on the sign of $\Omega$ with `abs_choice`. The reverse direction uses `hle`, the bound $|\Omega|\le\operatorname{tr} g$.

The local statement `int` in `abs_flux_le` says that any continuous function of the two families is integrable over the compact region. It is used for $|\Omega|$, $2\sqrt{\det g}$ and $\operatorname{tr} g$, with `fun_prop` checking continuity. Then `setIntegral_mono` integrates the pointwise bounds. For `topological_bound`, the rectangle is compact as a product of closed intervals, and rewriting with `hC` turns the absolute flux into $2\pi|C|$.

The last theorem, `topological_bound_witness`, computes a case in which the bound is attained. It takes one state in $E=\mathbb C$, with $a=1$ and $b=-i$ constant over $[0,1]\times[0,\pi]$. Then $\Omega=2$ and $\operatorname{tr} g=2$, and the area $\pi$ makes both integrals $2\pi$, which is the value of the bound for $C=1$. This shows that the constant $2\pi$ is the best possible for continuous families of vectors; the example is not derived from a band Hamiltonian.
